# Contact self-energy of a chain at the band centre: geometric convergence and a step count growing like $t/\eta$

## The chain, the iteration and two candidate limits

The contact is a semi-infinite chain with one orbital per site, on-site energy zero and nearest-neighbour hopping $t$. Electrons do not interact. The complex energy is $z$, and $\operatorname{Im} z>0$ selects the retarded solution. The band centre is $z=i\eta$, where $\eta>0$ is the small broadening that keeps the energy off the real axis.

```lean
import Mathlib

open Filter Topology

namespace ContactSelfEnergy

noncomputable section
```

Suppose that a chain of $n$ sites acts on the site it is attached to through a self-energy $S_n$. If that site becomes the new end of the chain, its Green function is $1/(z-S_n)$, and the next site along sees this multiplied by $t^2$:

$$S_0=0,\qquad S_{n+1}=\frac{t^2}{z-S_n}.$$

Each step therefore lengthens the contact by one site. The file takes this recursion as its definition and does not derive it from a Hamiltonian. In Lean, `surfaceIter t z n` is $S_n$, with real `t` and complex `z`.

```lean
/-- The contact self-energy after `n` steps of `S → t² / (z - S)` from `S = 0`, for hopping `t`
and complex energy `z`; the formula is meant for `Im z > 0`, where no denominator vanishes. -/
def surfaceIter (t : ℝ) (z : ℂ) : ℕ → ℂ
  | 0 => 0
  | n + 1 => (t : ℂ) ^ 2 / (z - surfaceIter t z n)
```

Write $u=\operatorname{arsinh}(\eta/(2t))$. The first candidate limit is

$$a=-i\,t\,e^{-u}=\frac{i}{2}\left(\eta-\sqrt{\eta^2+4t^2}\right),$$

where the second form holds for $t>0$. The exponential form is the one in the file, because moduli can be read off from it directly.

```lean
/-- The number `a = -i t exp(-arsinh(η/(2t)))`, for `t ≠ 0`. -/
def rootA (t η : ℝ) : ℂ :=
  -(Complex.I * ((t * Real.exp (-Real.arsinh (η / (2 * t))) : ℝ) : ℂ))
```

The second candidate, whose square-root form again requires $t>0$, is

$$b=i\,t\,e^{u}=\frac{i}{2}\left(\eta+\sqrt{\eta^2+4t^2}\right).$$

```lean
/-- The number `b = i t exp(arsinh(η/(2t)))`, for `t ≠ 0`. -/
def rootB (t η : ℝ) : ℂ :=
  Complex.I * ((t * Real.exp (Real.arsinh (η / (2 * t))) : ℝ) : ℂ)
```

## The iterates stay in the lower half-plane

A retarded self-energy has $\operatorname{Im}S\le 0$: the contact can drain amplitude from the device but not amplify it. The iteration respects this at every step. It holds for $S_0=0$. If it holds for $S_n$, then $w=z-S_n$ has $\operatorname{Im}w\ge\operatorname{Im}z>0$, and

$$\operatorname{Im}S_{n+1}=t^2\operatorname{Im}\frac1w=-\,t^2\,\frac{\operatorname{Im}w}{|w|^2}\le 0 .$$

In particular no denominator $z-S_n$ vanishes. The Lean proof is the same induction: the rewriting takes the real factor $t^2$ out of the imaginary part and applies the formula for $\operatorname{Im}(1/w)$, and `linarith` settles the sign.

```lean
/-- If the energy has positive imaginary part, every iterate of the self-energy has
nonpositive imaginary part. -/
theorem surfaceIter_im_nonpos (t : ℝ) {z : ℂ} (hz : 0 < z.im) (n : ℕ) :
    (surfaceIter t z n).im ≤ 0 := by
  induction n with
  | zero => simp [surfaceIter]
  | succ n ih =>
    rw [surfaceIter, div_eq_mul_inv, ← Complex.ofReal_pow, Complex.im_ofReal_mul,
      Complex.inv_im]
    refine mul_nonpos_iff.2 (Or.inl ⟨sq_nonneg t, ?_⟩)
    refine div_nonpos_of_nonpos_of_nonneg ?_ (Complex.normSq_nonneg _)
    rw [Complex.sub_im]
    linarith
```

## One step multiplies $(S_n-a)/(S_n-b)$ by $a/b$

Let $a$ and $b$ now be any complex numbers with $a+b=z$ and $ab=t^2$, and put $D=z-S_n\neq0$. Since $S_{n+1}D=ab$,

$$(S_{n+1}-a)D=ab-a(a+b-S_n)=a(S_n-a),\qquad (S_{n+1}-b)D=b(S_n-b).$$

This suggests the invariant

$$(S_n-a)\,b^{n+1}=a^{n+1}(S_n-b).$$

At $n=0$ both sides equal $-ab$. For the induction step, multiply the left side for $n+1$ by $D$:

$$(S_{n+1}-a)b^{n+2}D=ab\,(S_n-a)b^{n+1}=ab\,a^{n+1}(S_n-b)=a^{n+2}(S_{n+1}-b)D,$$

and cancel $D$. In Lean, `hD` is $D\ne0$, obtained from the sign of the imaginary part, `hS` is $S_{n+1}D=t^2$, and `linear_combination` combines these relations with the induction hypothesis. The statement holds for every $z$ in the upper half-plane, not only at the band centre.

```lean
/-- For any energy with `Im z > 0` and any `a`, `b` with `a + b = z` and `a b = t²`, the iterates
satisfy `(S_n - a) bⁿ⁺¹ = aⁿ⁺¹ (S_n - b)`. -/
theorem surfaceIter_moebius (t : ℝ) {z a b : ℂ} (hz : 0 < z.im) (hsum : a + b = z)
    (hprod : a * b = (t : ℂ) ^ 2) (n : ℕ) :
    (surfaceIter t z n - a) * b ^ (n + 1) = a ^ (n + 1) * (surfaceIter t z n - b) := by
  subst hsum
  induction n with
  | zero => simp [surfaceIter]
  | succ n ih =>
    have hD : a + b - surfaceIter t (a + b) n ≠ 0 := by
      intro h
      have h1 := congrArg Complex.im h
      rw [Complex.sub_im, Complex.zero_im] at h1
      linarith [surfaceIter_im_nonpos t hz n]
    have hS : surfaceIter t (a + b) (n + 1) * (a + b - surfaceIter t (a + b) n)
        = (t : ℂ) ^ 2 := by
      rw [surfaceIter]
      exact div_mul_cancel₀ _ hD
    -- multiply both sides by the nonzero denominator a + b - S_n
    apply mul_right_cancel₀ hD
    linear_combination (b ^ (n + 2) - a ^ (n + 2)) * hS
      - (b ^ (n + 2) - a ^ (n + 2)) * hprod + a * b * ih
```

## The fixed points at the band centre

Return to the explicit $a$ and $b$. With $x=te^{-u}$ and $y=te^{u}$, so that $a=-ix$ and $b=iy$,

$$y-x=2t\sinh u=\eta,\qquad xy=t^2 .$$

Hence $a+b=i\eta$ and $ab=-i^2xy=t^2$. For $t>0$ both $x$ and $y$ are positive, so $\operatorname{Im}a<0<\operatorname{Im}b$. The proof derives the two real relations `hd` and `hp` first and then passes to the complex ones. The four conclusions are joined in one theorem.

```lean
/-- For `t > 0` the numbers `a` and `b` have sum `iη` and product `t²`, and
`Im a < 0 < Im b`. -/
theorem roots_relations {t : ℝ} (ht : 0 < t) (η : ℝ) :
    rootA t η + rootB t η = Complex.I * η ∧ rootA t η * rootB t η = (t : ℂ) ^ 2 ∧
      (rootA t η).im < 0 ∧ 0 < (rootB t η).im := by
  unfold rootA rootB
  have h2t : 2 * t ≠ 0 := by positivity
  have hs := Real.sinh_arsinh (η / (2 * t))
  generalize Real.arsinh (η / (2 * t)) = u at hs ⊢
  rw [Real.sinh_eq, eq_div_iff h2t] at hs
  have h1 : Real.exp (-u) * Real.exp u = 1 := by
    rw [← Real.exp_add, neg_add_cancel, Real.exp_zero]
  have hd : t * Real.exp u - t * Real.exp (-u) = η := by linarith
  have hp : t * Real.exp (-u) * (t * Real.exp u) = t ^ 2 := by
    linear_combination t ^ 2 * h1
  have hx : 0 < t * Real.exp (-u) := by positivity
  have hy : 0 < t * Real.exp u := by positivity
  generalize t * Real.exp (-u) = x at hd hp hx ⊢
  generalize t * Real.exp u = y at hd hp hy ⊢
  have hC : (x : ℂ) * (y : ℂ) = (t : ℂ) ^ 2 := by exact_mod_cast hp
  refine ⟨?_, ?_, ?_, ?_⟩
  · rw [← hd, Complex.ofReal_sub]
    ring
  · linear_combination hC - (x : ℂ) * (y : ℂ) * Complex.I_sq
  · rw [Complex.neg_im, Complex.I_mul_im, Complex.ofReal_re]
    linarith
  · rw [Complex.I_mul_im, Complex.ofReal_re]
    exact hy
```

An infinite chain is unchanged by one more site, so its self-energy should solve $S=t^2/(i\eta-S)$. Multiplying out and using the sum and product,

$$S(a+b-S)=ab\iff (S-a)(S-b)=0,$$

so the solutions are $a$ and $b$ and no others. Conversely, at $S=a$ the denominator is $b$, and at $S=b$ it is $a$, both nonzero. Lean assigns the value $0$ to a quotient with zero denominator, so the proof also excludes $S=i\eta$: the equation would then give $S=0$, contradicting $\eta>0$.

```lean
/-- For `t, η > 0` the self-consistency equation `S = t² / (iη - S)` has exactly the
solutions `a` and `b`. -/
theorem fixed_point_iff {t η : ℝ} (ht : 0 < t) (hη : 0 < η) (S : ℂ) :
    S = (t : ℂ) ^ 2 / (Complex.I * η - S) ↔ S = rootA t η ∨ S = rootB t η := by
  obtain ⟨hs, hp, -, -⟩ := roots_relations ht η
  have ht2 : (t : ℂ) ^ 2 ≠ 0 := pow_ne_zero 2 (Complex.ofReal_ne_zero.2 ht.ne')
  rw [← hp] at ht2
  rw [← hs, ← hp]
  constructor
  · intro h
    have hD : rootA t η + rootB t η - S ≠ 0 := by
      intro h0
      rw [h0, div_zero] at h
      rw [h, sub_zero, hs] at h0
      have h1 := congrArg Complex.im h0
      rw [Complex.I_mul_im, Complex.ofReal_re, Complex.zero_im] at h1
      linarith
    rw [eq_div_iff hD] at h
    have h2 : (S - rootA t η) * (S - rootB t η) = 0 := by linear_combination -h
    exact (mul_eq_zero.1 h2).imp sub_eq_zero.1 sub_eq_zero.1
  · rintro (h | h)
    · rw [h, add_sub_cancel_left, mul_div_cancel_right₀ _ (right_ne_zero_of_mul ht2)]
    · rw [h, add_sub_cancel_right, mul_div_cancel_left₀ _ (left_ne_zero_of_mul ht2)]
```

The contraction factor per step follows from the exponential forms:

$$\left|\frac ab\right|=\frac{te^{-u}}{te^{u}}=e^{-2u}.$$

```lean
/-- For `t > 0` the ratio of the moduli of `a` and `b` is `exp(-2 arsinh(η/(2t)))`. -/
theorem norm_root_ratio {t : ℝ} (ht : 0 < t) (η : ℝ) :
    ‖rootA t η / rootB t η‖ = Real.exp (-2 * Real.arsinh (η / (2 * t))) := by
  unfold rootA rootB
  generalize Real.arsinh (η / (2 * t)) = u
  rw [norm_div, norm_neg, norm_mul, norm_mul, Complex.norm_I, one_mul, one_mul,
    Complex.norm_real, Complex.norm_real, Real.norm_of_nonneg (by positivity),
    Real.norm_of_nonneg (by positivity), mul_div_mul_left _ _ ht.ne', ← Real.exp_sub]
  congr 1
  ring
```

## The ratio law and convergence

Since $\operatorname{Im}S_n\le0<\operatorname{Im}b$, no iterate equals $b$. Also $b\neq0$, so the invariant can be divided by $(S_n-b)\,b^{n+1}$:

$$\frac{S_n-a}{S_n-b}=\left(\frac ab\right)^{n+1}.$$

The theorem states both facts, $S_n\ne b$ and the equation, so the quotient on the left is a genuine one.

```lean
/-- For `t, η > 0` the iterates at energy `iη` avoid `b`, and
`(S_n - a)/(S_n - b) = (a/b)ⁿ⁺¹`. -/
theorem ratio_eq {t η : ℝ} (ht : 0 < t) (hη : 0 < η) (n : ℕ) :
    surfaceIter t (Complex.I * η) n ≠ rootB t η ∧
    (surfaceIter t (Complex.I * η) n - rootA t η) /
      (surfaceIter t (Complex.I * η) n - rootB t η) = (rootA t η / rootB t η) ^ (n + 1) := by
  obtain ⟨hs, hp, -, hb⟩ := roots_relations ht η
  have hz : 0 < (Complex.I * (η : ℂ)).im := by
    rw [Complex.I_mul_im, Complex.ofReal_re]
    exact hη
  have hne : surfaceIter t (Complex.I * η) n ≠ rootB t η := by
    intro h
    have h1 := surfaceIter_im_nonpos t hz n
    rw [h] at h1
    linarith
  have hb0 : rootB t η ≠ 0 := by
    intro h
    rw [h, Complex.zero_im] at hb
    exact lt_irrefl _ hb
  refine ⟨hne, ?_⟩
  rw [div_pow, div_eq_div_iff (sub_ne_zero.2 hne) (pow_ne_zero _ hb0)]
  exact surfaceIter_moebius t hz hs hp n
```

Taking moduli gives the decay law

$$\left|\frac{S_n-a}{S_n-b}\right|=\exp\!\left(-2(n+1)\operatorname{arsinh}\frac{\eta}{2t}\right).$$

It is an equality for every $n$, including $n=0$, where the ratio is $a/b$ itself.

```lean
/-- For `t, η > 0` the ratio `(S_n - a)/(S_n - b)` at energy `iη` has modulus
`exp(-2(n+1) arsinh(η/(2t)))`. -/
theorem norm_ratio {t η : ℝ} (ht : 0 < t) (hη : 0 < η) (n : ℕ) :
    ‖(surfaceIter t (Complex.I * η) n - rootA t η) /
      (surfaceIter t (Complex.I * η) n - rootB t η)‖
      = Real.exp (-2 * (n + 1) * Real.arsinh (η / (2 * t))) := by
  rw [(ratio_eq ht hη n).2, norm_pow, norm_root_ratio ht, ← Real.exp_nat_mul]
  congr 1
  push_cast
  ring
```

Let $q=a/b$. For $t,\eta>0$ we have $u>0$, hence $|q|<1$ and $q^{n+1}\to0$. Solving the ratio law for the iterate,

$$S_n=\frac{a-b\,q^{n+1}}{1-q^{n+1}}\longrightarrow a .$$

The iteration thus selects the fixed point in the lower half-plane, which is the retarded one. In Lean, `h1` is the limit of the right-hand side, and the remaining lines show that this expression equals $S_n$, using $|q^{n+1}|<1$ to keep the denominator nonzero.

```lean
/-- For `t, η > 0` the iterated self-energy at energy `iη` converges to `a`. -/
theorem tendsto_rootA {t η : ℝ} (ht : 0 < t) (hη : 0 < η) :
    Tendsto (surfaceIter t (Complex.I * η)) atTop (𝓝 (rootA t η)) := by
  have hu : 0 < Real.arsinh (η / (2 * t)) := Real.arsinh_pos_iff.2 (by positivity)
  have hq : ‖rootA t η / rootB t η‖ < 1 := by
    rw [norm_root_ratio ht]
    exact Real.exp_lt_one_iff.2 (by linarith)
  have hr := ratio_eq ht hη
  generalize rootA t η / rootB t η = q at hq hr
  have h0 : Tendsto (fun n : ℕ => q ^ (n + 1)) atTop (𝓝 0) :=
    (tendsto_pow_atTop_nhds_zero_of_norm_lt_one hq).comp (tendsto_add_atTop_nat 1)
  -- solve the ratio law for S_n and pass to the limit
  have h1 := ((tendsto_const_nhds (x := rootA t η)).sub (h0.const_mul (rootB t η))).div
    (tendsto_const_nhds.sub h0) (by norm_num : (1 : ℂ) - 0 ≠ 0)
  rw [mul_zero, sub_zero, sub_zero, div_one] at h1
  refine h1.congr fun n => ?_
  change (rootA t η - rootB t η * q ^ (n + 1)) / (1 - q ^ (n + 1)) = _
  have hne : 1 - q ^ (n + 1) ≠ 0 := by
    intro h
    have h2 : ‖q ^ (n + 1)‖ = 1 := by rw [← sub_eq_zero.1 h, norm_one]
    rw [norm_pow] at h2
    exact (pow_lt_one₀ (norm_nonneg q) hq (Nat.succ_ne_zero n)).ne h2
  have h3 := (div_eq_iff (sub_ne_zero.2 (hr n).1)).1 (hr n).2
  rw [div_eq_iff hne]
  linear_combination -h3
```

## The number of steps

Accuracy is measured here by the ratio $|S_n-a|/|S_n-b|$. For a tolerance $\varepsilon>0$, taking logarithms in the decay law gives

$$\left|\frac{S_n-a}{S_n-b}\right|\le\varepsilon\iff -2(n+1)u\le\log\varepsilon\iff n+1\ge\frac{\log(1/\varepsilon)}{2\operatorname{arsinh}(\eta/(2t))}.$$

This is an equivalence, so the threshold is both sufficient and necessary. For $\varepsilon\ge1$ it is met from the start; the case of interest is $\varepsilon<1$.

The ratio also controls the absolute error, by a supplementary estimate that the file does not contain: the ratio law gives $S_n-b=(a-b)/(1-q^{n+1})$, so a ratio of at most $\varepsilon<1$ implies $|S_n-a|\le\frac{\varepsilon}{1-\varepsilon}\sqrt{\eta^2+4t^2}$.

```lean
/-- For `t, η, ε > 0` the ratio `|S_n - a|/|S_n - b|` at energy `iη` is at most `ε` exactly when
`n + 1 ≥ log(1/ε) / (2 arsinh(η/(2t)))`. -/
theorem steps_iff {t η ε : ℝ} (ht : 0 < t) (hη : 0 < η) (hε : 0 < ε) (n : ℕ) :
    ‖(surfaceIter t (Complex.I * η) n - rootA t η) /
      (surfaceIter t (Complex.I * η) n - rootB t η)‖ ≤ ε ↔
      Real.log (1 / ε) / (2 * Real.arsinh (η / (2 * t))) ≤ n + 1 := by
  have hu : 0 < Real.arsinh (η / (2 * t)) := Real.arsinh_pos_iff.2 (by positivity)
  rw [norm_ratio ht hη, ← Real.le_log_iff_exp_le hε, div_le_iff₀ (by positivity), one_div,
    Real.log_inv]
  constructor <;> intro h <;> linarith
```

For small broadening, $\operatorname{arsinh}(\eta/(2t))$ behaves like $\eta/(2t)$. With $L=\log(1/\varepsilon)$ held fixed,

$$\eta\cdot\frac{L}{2\operatorname{arsinh}(\eta/(2t))}=\frac L2\left(\frac{\operatorname{arsinh}(\eta/(2t))}{\eta}\right)^{-1}\longrightarrow\frac L2\cdot 2t=t\,L\qquad(\eta\to0^+).$$

For $0<\varepsilon<1$ the threshold therefore grows like $(t/\eta)\log(1/\varepsilon)$. The theorem concerns this real-valued threshold; the least sufficient $n$ is the threshold rounded up, minus one, so it differs from the threshold by at most one, which does not affect the leading growth.

In Lean, `hg` is the derivative $1/(2t)$ of $\operatorname{arsinh}(\eta/(2t))$, half the decay rate per step, at $\eta=0$, `h3` rewrites it as the limit of a difference quotient, and `h4` inverts that limit and multiplies by $L/2$. The notation `𝓝[>] 0` means that $\eta$ approaches zero through positive values.

In a ballistic transport simulation with this non-interacting, single-orbital contact at the band centre, halving a small $\eta$ roughly doubles the steps that the site-by-site iteration needs to bring the ratio below a fixed $\varepsilon<1$. At other energies the invariant still applies, but the decay rate has not been worked out here.

```lean
/-- For `t > 0` and fixed `ε`, the product of `η` and the quantity `log(1/ε) / (2 arsinh(η/(2t)))`
tends to `t log(1/ε)` as `η → 0` from above. -/
theorem steps_growth {t : ℝ} (ht : 0 < t) (ε : ℝ) :
    Tendsto (fun η : ℝ => η * (Real.log (1 / ε) / (2 * Real.arsinh (η / (2 * t)))))
      (𝓝[>] 0) (𝓝 (t * Real.log (1 / ε))) := by
  -- arsinh(η/(2t)) has slope 1/(2t) at η = 0
  have hg : HasDerivAt (fun x : ℝ => Real.arsinh (x / (2 * t))) (1 / (2 * t)) 0 := by
    simpa using ((hasDerivAt_id' (0 : ℝ)).div_const (2 * t)).arsinh
  have h3 := hg.tendsto_slope_zero_right
  simp only [zero_add, zero_div, Real.arsinh_zero, sub_zero, smul_eq_mul] at h3
  have hne : 1 / (2 * t) ≠ 0 := by positivity
  have h4 := (h3.inv₀ hne).const_mul (Real.log (1 / ε) / 2)
  have hlim : Real.log (1 / ε) / 2 * (1 / (2 * t))⁻¹ = t * Real.log (1 / ε) := by
    rw [one_div (2 * t), inv_inv]
    ring
  rw [hlim] at h4
  refine h4.congr fun η => ?_
  change Real.log (1 / ε) / 2 * (η⁻¹ * Real.arsinh (η / (2 * t)))⁻¹ = _
  rw [mul_inv, inv_inv]
  ring

end

end ContactSelfEnergy
```

```lean
#print axioms ContactSelfEnergy.fixed_point_iff
-- 'ContactSelfEnergy.fixed_point_iff' depends on axioms: [propext, Classical.choice, Quot.sound]
#print axioms ContactSelfEnergy.tendsto_rootA
-- 'ContactSelfEnergy.tendsto_rootA' depends on axioms: [propext, Classical.choice, Quot.sound]
#print axioms ContactSelfEnergy.steps_iff
-- 'ContactSelfEnergy.steps_iff' depends on axioms: [propext, Classical.choice, Quot.sound]
#print axioms ContactSelfEnergy.steps_growth
-- 'ContactSelfEnergy.steps_growth' depends on axioms: [propext, Classical.choice, Quot.sound]
```
